# Weyl–Paldus numbers weighted by spin multiplicity sum to C(2n,N)

## Sizing an active space

Before a complete-active-space calculation is started, one works out how long its configuration interaction vector will be. A program that works in determinants and one that works in spin-adapted configuration state functions (CSFs) can report different lengths for the same orbitals and electrons. The two kinds of count are linked: take the CSF count for each total spin S, multiply by 2S+1 and add over all spins. The total must be the number of determinants with all spin projections included. If only one projection M is kept, as is usual in determinant programs, the number of determinants is instead the sum of the CSF counts over S ≥ |M|, without weights. The count below is for the full space of a finite orbital set, with no selection by spatial symmetry or occupation. For that space it gives a necessary check on a CSF enumeration routine.

In the unitary group approach a spin sector of n orbitals is labelled by two non-negative integers a and b. The electron number is N = 2a + b, the spin is S = b/2 and the multiplicity is b + 1. The Weyl–Paldus formula gives the number of CSFs in the sector, with C(n,k) the binomial coefficient:

W(n,a,b) = (b+1)/(n+1) · C(n+1,a) · C(n+1,a+b+1)

For two electrons in two orbitals there are W(2,1,0) = 3 singlets and W(2,0,2) = 1 triplet. The weighted total is 1·3 + 3·1 = 6 = C(4,2).

## CSFs as a difference of determinant counts

A multiplet of spin S has one state at projection M = S and none at M = S + 1, while every multiplet of higher spin has one at each. The number of CSFs should therefore be the number of determinants at M = S minus the number at M = S + 1. The first kind has a+b up-spin and a down-spin electrons, the second a+b+1 and a−1:

W(n,a,b) = C(n,a+b) C(n,a) − C(n,a+b+1) C(n,a−1), with C(n,−1) = 0

To verify this from the closed formula, write X = C(n+1,a) and Y = C(n+1,a+b+1). Pascal's rule gives

X = C(n,a−1) + C(n,a)

Y = C(n,a+b) + C(n,a+b+1)

and the absorption rule gives

(n+1) C(n,a−1) = a X

(n+1) C(n,a+b) = (a+b+1) Y

Eliminate C(n,a) and C(n,a+b+1) from the difference by Pascal's rule. The products C(n,a+b) C(n,a−1) cancel, which leaves

C(n,a+b) X − C(n,a−1) Y

Multiplied by n+1, this is (a+b+1)XY − aXY = (b+1)XY. Division by n+1 returns W.

## From the difference to the weighted sum

Fix N and let D(q) = C(n,q) C(n,N−q) be the number of determinants with q down-spin and N−q up-spin electrons, with D(−1) = 0. Since b = N − 2a, the difference formula reads

W(n,a,N−2a) = D(a) − D(a−1)

Without weights the sum telescopes. For 2q ≤ N,

Σ (a = 0 … q) W(n,a,N−2a) = D(q)

so each multiplet with S ≥ (N−2q)/2 accounts for one state at that projection.

With the weights N−2a+1, summation by parts applies. For 2m ≤ N, each D(a) with a < m appears with the factor (N−2a+1) − (N−2a−1) = 2, and only D(m) keeps its full weight:

Σ (a = 0 … m) (N−2a+1) W(n,a,N−2a) = (N−2m+1) D(m) + 2 Σ (a < m) D(a)

Now let m be the integer part of N/2, so that all spins are included. Exchanging up and down spins gives D(k) = D(N−k).

- For N = 2m the right side is D(m) + 2 Σ (a < m) D(a). The middle term is its own mirror image and the others occur in pairs, so this is the sum of D(k) over k = 0 … N.
- For N = 2m+1 the right side is 2D(m) + 2 Σ (a < m) D(a). All terms occur in pairs, and this is again the full sum.

Vandermonde's identity evaluates the full sum:

Σ (k = 0 … N) C(n,k) C(n,N−k) = C(2n,N)

Summing over N = 0 … 2n then gives 2^(2n) = 4^n, the dimension of the whole Fock space.

## What the Lean statements say

`csfCount n a b` is the closed formula as a rational number. That it counts CSFs is the physical input: no spin eigenfunctions or spin operators are constructed, and the argument from M = S and M = S + 1 above is motivation for the formula. `chooseBelow n a` stands for C(n,a−1) and builds in the convention C(n,−1) = 0.

`csfCount_eq_difference` is the difference formula for all natural numbers n, a and b. The main theorem, `sum_multiplicity_csfCount`, says that for all n and N the sum of (b+1)W over a = 0 … ⌊N/2⌋, with b = N − 2a, equals C(2n,N). In this range 2a ≤ N, so the natural-number subtraction `N - 2 * a` is ordinary subtraction. For N > 2n both sides are zero.

`determinants n N` is the set of N-element subsets of `Fin n × Bool`, that is, the choices of N occupied spin orbitals when both spin directions share the same n spatial orbitals. `card_determinants` gives its size as C(2n,N), which ties the right side of the main theorem to the N-electron space. `sum_all_electron_numbers` is the total 4^n.

Point-group symmetry and restricted spaces, such as those truncated by excitation level, are not treated.

## The complete file

```lean
import Mathlib

open Finset

namespace UnitaryGroupFockDimension

/-- The Weyl-Paldus number of configuration state functions for `2a + b` electrons
with spin `b/2` in `n` orbitals. -/
def csfCount (n a b : ℕ) : ℚ :=
  ((b : ℚ) + 1) / ((n : ℚ) + 1) * ((n + 1).choose a : ℚ) * ((n + 1).choose (a + b + 1) : ℚ)

/-- The binomial coefficient `C(n, a - 1)`, with the convention `C(n, -1) = 0`. -/
def chooseBelow (n : ℕ) : ℕ → ℕ
  | 0 => 0
  | a + 1 => n.choose a

/-- The `N`-electron Slater determinants in `n` orbitals: choices of `N` occupied
spin orbitals, each labelled by an orbital and one of two spin directions. -/
def determinants (n N : ℕ) : Finset (Finset (Fin n × Bool)) :=
  powersetCard N univ

/-- The Weyl-Paldus number is a difference of two products of binomial coefficients, `C(n, a + b)
C(n, a) - C(n, a + b + 1) C(n, a - 1)`, with `C(n, -1) = 0`. -/
theorem csfCount_eq_difference (n a b : ℕ) :
    csfCount n a b = (n.choose (a + b) : ℚ) * n.choose a
      - (n.choose (a + b + 1) : ℚ) * chooseBelow n a := by
  -- absorption and Pascal's rule for the lower index `a`
  have hP' : (n + 1) * chooseBelow n a = a * (n + 1).choose a := by
    cases a with
    | zero => simp [chooseBelow]
    | succ a => rw [chooseBelow, Nat.add_one_mul_choose_eq, mul_comm]
  have hX' : (n + 1).choose a = chooseBelow n a + n.choose a := by
    cases a with
    | zero => simp [chooseBelow]
    | succ a => rw [chooseBelow, Nat.choose_succ_succ']
  have hP : ((n : ℚ) + 1) * chooseBelow n a = a * (n + 1).choose a := by
    exact_mod_cast hP'
  have hX : ((n + 1).choose a : ℚ) = chooseBelow n a + n.choose a := by
    exact_mod_cast hX'
  -- the same two rules for the upper index `a + b + 1`
  have hQ : ((n : ℚ) + 1) * n.choose (a + b)
      = (n + 1).choose (a + b + 1) * ((a : ℚ) + b + 1) := by
    exact_mod_cast Nat.add_one_mul_choose_eq n (a + b)
  have hY : ((n + 1).choose (a + b + 1) : ℚ)
      = n.choose (a + b) + n.choose (a + b + 1) := by
    exact_mod_cast Nat.choose_succ_succ' n (a + b)
  have hn : (n : ℚ) + 1 ≠ 0 := by positivity
  unfold csfCount
  rw [div_mul_eq_mul_div, div_mul_eq_mul_div, div_eq_iff hn]
  linear_combination (-((n + 1).choose a : ℚ)) * hQ
    + ((n + 1).choose (a + b + 1) : ℚ) * hP
    + ((n : ℚ) + 1) * n.choose (a + b) * hX
    - ((n : ℚ) + 1) * chooseBelow n a * hY

/-- For `2q ≤ N`, the Weyl-Paldus numbers with `a = 0, ..., q` and `b = N - 2a` add up to `C(n, q)
C(n, N - q)`. -/
theorem sum_csfCount_fixed_projection (n N q : ℕ) (h : 2 * q ≤ N) :
    ∑ a ∈ range (q + 1), csfCount n a (N - 2 * a)
      = (n.choose q : ℚ) * n.choose (N - q) := by
  induction q with
  | zero => simp [csfCount_eq_difference, chooseBelow]
  | succ m ih =>
    obtain ⟨b, rfl⟩ := Nat.exists_eq_add_of_le h
    have e1 : 2 * (m + 1) + b - 2 * (m + 1) = b := by omega
    have e3 : 2 * (m + 1) + b - (m + 1) = m + 1 + b := by omega
    have e4 : 2 * (m + 1) + b - m = m + 1 + b + 1 := by omega
    -- the new spin value cancels the previous determinant count
    rw [sum_range_succ, ih (by omega), csfCount_eq_difference, e1, e3, e4]
    simp only [chooseBelow]
    ring

/-- Summation by parts: for `2m ≤ N`, the Weyl-Paldus numbers with `a = 0, ..., m` and `b = N - 2a`,
weighted by `b + 1`, give a boundary term plus twice the sum of `C(n, a) C(n, N - a)` over `a < m`.
-/
theorem sum_multiplicity_partial (n N m : ℕ) (h : 2 * m ≤ N) :
    ∑ a ∈ range (m + 1), (((N - 2 * a : ℕ) : ℚ) + 1) * csfCount n a (N - 2 * a)
      = (((N - 2 * m : ℕ) : ℚ) + 1) * ((n.choose m : ℚ) * n.choose (N - m))
        + 2 * ∑ a ∈ range m, (n.choose a : ℚ) * n.choose (N - a) := by
  induction m with
  | zero => simp [csfCount_eq_difference, chooseBelow]
  | succ m ih =>
    obtain ⟨b, rfl⟩ := Nat.exists_eq_add_of_le h
    have e1 : 2 * (m + 1) + b - 2 * (m + 1) = b := by omega
    have e2 : 2 * (m + 1) + b - 2 * m = b + 2 := by omega
    have e3 : 2 * (m + 1) + b - (m + 1) = m + 1 + b := by omega
    have e4 : 2 * (m + 1) + b - m = m + 1 + b + 1 := by omega
    rw [sum_range_succ, ih (by omega), csfCount_eq_difference, sum_range_succ,
      e1, e2, e3, e4]
    simp only [chooseBelow]
    push_cast
    ring

/-- Vandermonde's identity: the products `C(n, k) C(n, N - k)`, summed over `k = 0, ..., N`, give
`C(2n, N)`. -/
theorem choose_eq_sum_projections (n N : ℕ) :
    ((2 * n).choose N : ℚ)
      = ∑ k ∈ range (N + 1), (n.choose k : ℚ) * n.choose (N - k) := by
  rw [two_mul, Nat.add_choose_eq, Finset.Nat.sum_antidiagonal_eq_sum_range_succ_mk]
  simp only [Nat.cast_sum, Nat.cast_mul, Nat.succ_eq_add_one]

/-- If the last `j` terms of a sum mirror its first `j` terms, they contribute the
same amount. -/
theorem sum_range_fold (f : ℕ → ℚ) (k j : ℕ)
    (h : ∀ i, i < j → f (k + i) = f (j - 1 - i)) :
    ∑ x ∈ range (k + j), f x = ∑ x ∈ range k, f x + ∑ x ∈ range j, f x := by
  have split : ∀ l, ∑ x ∈ range (k + l), f x
      = ∑ x ∈ range k, f x + ∑ x ∈ range l, f (k + x) := by
    intro l
    induction l with
    | zero => simp
    | succ l ih =>
      rw [← add_assoc, sum_range_succ, ih, sum_range_succ]
      ring
  rw [split j, ← sum_range_reflect f j]
  congr 1
  exact sum_congr rfl (fun i hi => h i (mem_range.mp hi))

/-- The Weyl-Paldus numbers, weighted by the multiplicity `b + 1` and summed over `2a + b = N`, add
up to `C(2n, N)`. -/
theorem sum_multiplicity_csfCount (n N : ℕ) :
    ∑ a ∈ range (N / 2 + 1), (((N - 2 * a : ℕ) : ℚ) + 1) * csfCount n a (N - 2 * a)
      = ((2 * n).choose N : ℚ) := by
  rw [sum_multiplicity_partial n N (N / 2) (by omega)]
  have V := choose_eq_sum_projections n N
  obtain ⟨m, rfl | rfl⟩ := Nat.even_or_odd' N
  · -- even electron number: the term `M = 0` is its own mirror image
    have hm : 2 * m / 2 = m := by omega
    have e : 2 * m + 1 = m + 1 + m := by omega
    have key := sum_range_fold
      (fun a => (n.choose a : ℚ) * n.choose (2 * m - a)) (m + 1) m (by
        intro i hi
        have e1 : 2 * m - (m + 1 + i) = m - 1 - i := by omega
        have e2 : 2 * m - (m - 1 - i) = m + 1 + i := by omega
        simp only [e1, e2]
        exact mul_comm _ _)
    have s := sum_range_succ (fun a => (n.choose a : ℚ) * n.choose (2 * m - a)) m
    rw [e] at V
    rw [hm, Nat.sub_self, Nat.cast_zero]
    linear_combination (-1 : ℚ) * V - key - s
  · -- odd electron number: all terms pair up
    have hm : (2 * m + 1) / 2 = m := by omega
    have e : 2 * m + 1 + 1 = m + 1 + (m + 1) := by omega
    have c : 2 * m + 1 - 2 * m = 1 := by omega
    have key := sum_range_fold
      (fun a => (n.choose a : ℚ) * n.choose (2 * m + 1 - a)) (m + 1) (m + 1) (by
        intro i hi
        have e1 : 2 * m + 1 - (m + 1 + i) = m + 1 - 1 - i := by omega
        have e2 : 2 * m + 1 - (m + 1 - 1 - i) = m + 1 + i := by omega
        simp only [e1, e2]
        exact mul_comm _ _)
    have s := sum_range_succ (fun a => (n.choose a : ℚ) * n.choose (2 * m + 1 - a)) m
    rw [e] at V
    rw [hm, c, Nat.cast_one]
    linear_combination (-1 : ℚ) * V - key - 2 * s

/-- There are `C(2n, N)` Slater determinants of `N` electrons in `n` orbitals. -/
theorem card_determinants (n N : ℕ) :
    (determinants n N).card = (2 * n).choose N := by
  simp [determinants, card_powersetCard, mul_comm]

/-- The Weyl-Paldus numbers for `n` orbitals, weighted by the multiplicity `b + 1` and summed over
all electron numbers from `0` to `2n`, add up to `4 ^ n`. -/
theorem sum_all_electron_numbers (n : ℕ) :
    ∑ N ∈ range (2 * n + 1), ∑ a ∈ range (N / 2 + 1),
      (((N - 2 * a : ℕ) : ℚ) + 1) * csfCount n a (N - 2 * a) = 4 ^ n := by
  rw [sum_congr rfl (fun N _ => sum_multiplicity_csfCount n N), ← Nat.cast_sum,
    Nat.sum_range_choose, pow_mul]
  norm_num

end UnitaryGroupFockDimension
```

```lean
#print axioms UnitaryGroupFockDimension.sum_csfCount_fixed_projection
#print axioms UnitaryGroupFockDimension.card_determinants
#print axioms UnitaryGroupFockDimension.sum_all_electron_numbers
```

```
'UnitaryGroupFockDimension.sum_csfCount_fixed_projection' depends on axioms: [propext, Classical.choice, Quot.sound]
'UnitaryGroupFockDimension.card_determinants' depends on axioms: [propext, Classical.choice, Quot.sound]
'UnitaryGroupFockDimension.sum_all_electron_numbers' depends on axioms: [propext, Classical.choice, Quot.sound]
```

## How the proof follows the derivation

In `csfCount_eq_difference`, the facts `hX` and `hY` are the two instances of Pascal's rule, and `hP` and `hQ` the two of absorption. The rules for the lower index are first proved in natural numbers, with a = 0 as a separate case because of the convention for C(n,−1). After the denominator n+1 has been cleared, `linear_combination` carries out the elimination done above by hand.

`sum_csfCount_fixed_projection` is the telescoping sum, by induction on q. In the step from m to m+1, N is written as 2(m+1) + b, which makes every subtraction explicit. The new W then contributes D(m+1) − D(m), and the second term cancels the induction hypothesis. This lemma records the count at fixed projection; the main theorem does not call it.

`sum_multiplicity_partial` is the summation by parts, proved by the same kind of induction. Before the step D(m) has weight b+3, and the new term subtracts (b+1)D(m). The remaining 2D(m) joins the doubled sum, and `ring` confirms the bookkeeping.

`choose_eq_sum_projections` restates Mathlib's Vandermonde identity as a sum over k = 0 … N. `sum_range_fold` contains the mirror argument for a general function: if the last j terms of a sum repeat its first j terms in reverse order, they contribute the same amount. Its proof splits the sum after the first k terms, reverses the order of the sum of the first j terms on the right-hand side, and compares the two term by term.

The main theorem applies the summation by parts at m = ⌊N/2⌋ and separates even from odd N. In the even case the fold is used with m+1 terms kept and m terms mirrored, and in the odd case with m+1 of each. The mirror condition is the commutativity of the product C(n,a) C(n,N−a), which is the exchange of up and down spins. In both cases the closing `linear_combination` joins three equations: Vandermonde's identity `V`, the fold `key`, and `s`, which splits off the term D(m).

`card_determinants` uses the standard count of N-element subsets of a set with 2n elements. `sum_all_electron_numbers` replaces each inner sum by C(2n,N) and then adds a full row of Pascal's triangle.
